# Greedy SP2 trace matching is a test of tr X against N when tr(X − X²) > 0

Let \(X\) be a real square matrix with \(\operatorname{tr}(X-X^2)>0\), and let \(N\) be a real number. Then

\[
|\operatorname{tr}(X^2)-N|\le|\operatorname{tr}(2X-X^2)-N|
\quad\Longleftrightarrow\quad \operatorname{tr}X\ge N .
\]

The two matrices being compared are the candidates for the next iterate in second-order spectral projection (SP2) purification, whose aim, for a whole number \(N\), is to turn a trial density matrix into a projector of trace \(N\). The greedy rule takes the candidate whose trace is closer to \(N\). By the equivalence, that choice is already fixed by the current trace, before any product is formed. If \(X\) is also symmetric and \(X-X^2\) is positive semidefinite, the greedy rule, with ties settled by squaring, and the trace test (square if \(\operatorname{tr}X\ge N\), otherwise take \(2X-X^2\)) give the same matrix after every number of steps.

In electronic structure, SP2 builds the density matrix of an effective one-particle Hamiltonian without diagonalising it; the result here concerns its branch selection in exact arithmetic, for real matrices in a finite orthonormal basis. Both candidates use the same \(X^2\), so a code that stores this product saves no multiplication by testing the trace. It does know the branch in advance.

## Two candidates and one defect

The rows and columns of \(X\) are labelled by a finite index type `n`, the set of basis functions. Its size is arbitrary.

```lean
import Mathlib

open Matrix

namespace SP2GreedyTraceMatching

noncomputable section

variable {n : Type*} [Fintype n] [DecidableEq n]
```

The first candidate is \(X^2\). On an eigenvalue \(\lambda\) of a symmetric \(X\), read as an occupation, it acts as \(\lambda\mapsto\lambda^2\), which pushes occupations between 0 and 1 downwards.

```lean
/-- The SP2 branch that squares the density matrix. -/
def contract (X : Matrix n n ℝ) : Matrix n n ℝ := X * X
```

The second candidate is \(2X-X^2=1-(1-X)^2\). It squares the hole matrix \(1-X\) and so pushes the same occupations upwards.

```lean
/-- The SP2 branch that replaces `X` by `2X - X²`. -/
def expand (X : Matrix n n ℝ) : Matrix n n ℝ := 2 * X - X * X
```

The distance from idempotency is carried by the defect \(P=X-X^2\), which vanishes exactly when \(X\) is idempotent. Its eigenvalues are \(\lambda(1-\lambda)\) when \(X\) is symmetric.

```lean
/-- The idempotency defect `X - X²` of a density matrix. -/
def defect (X : Matrix n n ℝ) : Matrix n n ℝ := X - X * X
```

## Two rules for choosing the branch

The greedy rule compares \(|\operatorname{tr}(X^2)-N|\) with \(|\operatorname{tr}(2X-X^2)-N|\) and keeps the candidate with the smaller value. A tie has to be settled by convention, and here it goes to squaring.

```lean
/-- The greedy update: form both trial matrices and keep the one whose trace is closer to the target
`N`, squaring in case of a tie. -/
def greedyStep (N : ℝ) (X : Matrix n n ℝ) : Matrix n n ℝ :=
  if |(contract X).trace - N| ≤ |(expand X).trace - N| then contract X else expand X
```

The second rule squares if \(\operatorname{tr}X\ge N\) and otherwise takes \(2X-X^2\). Equality again leads to squaring, in agreement with the greedy convention. The target \(N\) is any real number. In an application it is the number of occupied orbitals that \(X\) describes: the electron number for spin orbitals, or half of it for a closed-shell matrix with occupations between 0 and 1.

```lean
/-- The update that looks only at the current trace: square if `tr X ≥ N`, otherwise
take `2X - X²`. -/
def traceStep (N : ℝ) (X : Matrix n n ℝ) : Matrix n n ℝ :=
  if N ≤ X.trace then contract X else expand X
```

For the whole iteration we assume three conditions on the starting matrix: \(X\) is symmetric, \(P\) is positive semidefinite, and \(\operatorname{tr}P>0\). In terms of eigenvalues, all occupations lie in \([0,1]\) and at least one lies strictly between the ends. A Hamiltonian mapped linearly, with its order reversed, so that its spectrum falls into \([0,1]\) gives such a matrix unless every mapped eigenvalue is 0 or 1. In Lean, `IsHermitian` over the real numbers means symmetric.

```lean
/-- A symmetric density matrix whose idempotency defect is positive semidefinite and has
positive trace. -/
structure IsFractional (X : Matrix n n ℝ) : Prop where
  symm : X.IsHermitian
  defect_psd : (defect X).PosSemidef
  defect_trace : 0 < (defect X).trace
```

The excluded boundary case is harmless. If \(P\) is positive semidefinite with trace zero, then \(P=0\), and both branches return \(X\) itself.

## The candidates lie symmetrically about the current trace

Write \(t=\operatorname{tr}X\) and \(e=\operatorname{tr}P=t-\operatorname{tr}(X^2)\). Then

\[
\operatorname{tr}(X^2)=t-e .
\]

```lean
omit [DecidableEq n] in
/-- Squaring lowers the trace by the trace of the idempotency defect. -/
theorem trace_contract (X : Matrix n n ℝ) :
    (contract X).trace = X.trace - (defect X).trace := by
  simp only [contract, defect, Matrix.trace_sub]
  ring
```

In the same way,

\[
\operatorname{tr}(2X-X^2)=2t-(t-e)=t+e .
\]

```lean
/-- The branch `2X - X²` raises the trace by the trace of the idempotency defect. -/
theorem trace_expand (X : Matrix n n ℝ) :
    (expand X).trace = X.trace + (defect X).trace := by
  simp only [expand, defect, two_mul, Matrix.trace_sub, Matrix.trace_add]
  ring
```

Both proofs unfold the definitions, use linearity of the trace and leave an identity between real numbers.

The two trial traces are thus at equal distance from \(t\), on opposite sides when \(e\ne0\). To see which is closer to \(N\), compare squared distances:

\[
(t+e-N)^2-(t-e-N)^2=4e\,(t-N).
\]

Squaring the matrix is at least as good as the other branch exactly when the right-hand side is nonnegative. For \(e>0\) this means \(t\ge N\).

In the proof, `sq_le_sq` replaces the comparison of absolute values by one of squares. For the forward direction, suppose \(t<N\). Then \(e(N-t)>0\), which contradicts the inequality between the squares. For the backward direction, \(e(t-N)\ge0\) gives the inequality directly. These products are the terms handed to `nlinarith`. Neither symmetry nor any bound on the eigenvalues is used.

```lean
/-- If `tr(X - X²) > 0`, squaring brings the trace at least as close to `N` as
`2X - X²` does exactly when `tr X ≥ N`. -/
theorem contract_preferred_iff (N : ℝ) {X : Matrix n n ℝ} (he : 0 < (defect X).trace) :
    |(contract X).trace - N| ≤ |(expand X).trace - N| ↔ N ≤ X.trace := by
  rw [trace_contract, trace_expand, ← sq_le_sq]
  -- the squared distances differ by 4 * tr(X - X²) * (tr X - N)
  constructor
  · intro h
    by_contra hlt
    have hlt' := not_le.mp hlt
    nlinarith [mul_pos he (sub_pos.2 hlt')]
  · intro h
    nlinarith [mul_nonneg he.le (sub_nonneg.2 h)]
```

If \(e<0\), the factor \(4e\) is negative and the same identity gives the opposite test: squaring is at least as good exactly when \(t\le N\).

```lean
/-- If `tr(X - X²) < 0`, the test is reversed: squaring is at least as good as
`2X - X²` exactly when `tr X ≤ N`. -/
theorem contract_preferred_iff_of_neg (N : ℝ) {X : Matrix n n ℝ}
    (he : (defect X).trace < 0) :
    |(contract X).trace - N| ≤ |(expand X).trace - N| ↔ X.trace ≤ N := by
  rw [trace_contract, trace_expand, ← sq_le_sq]
  constructor
  · intro h
    by_contra hlt
    have hlt' := not_le.mp hlt
    nlinarith [mul_pos (neg_pos.2 he) (sub_pos.2 hlt')]
  · intro h
    nlinarith [mul_nonneg (neg_pos.2 he).le (sub_nonneg.2 h)]
```

## Positivity of the defect survives each step

One step of agreement needs only \(e>0\). To apply the equivalence again at the next step, we show that the new matrix also has a defect of positive trace, by following the change of \(P\).

Under squaring, the new defect is \(X^2-X^4\). Expanding the products in powers of \(X\) gives

\[
P^2+2XPX=(X^2-2X^3+X^4)+(2X^3-2X^4)=X^2-X^4 .
\]

For the other branch, put \(Y=1-X\). The hole matrix has the same defect, \(Y-Y^2=P\), and the new matrix is \(1-Y^2\), whose defect is \(Y^2-Y^4\). The same calculation gives \(P^2+2YPY\).

Both results have the form \(P^2+2APA\) with \(A\) symmetric. Such a matrix is positive semidefinite, because \(P^2=P^{\mathsf T}P\) and \(APA=A^{\mathsf T}PA\) are. For its trace, use the symmetry of \(P\):

\[
\operatorname{tr}(P^2)=\sum_{i,j}P_{ij}P_{ji}=\sum_{i,j}P_{ij}^2 .
\]

Because \(\operatorname{tr}P>0\), some diagonal entry \(P_{ii}\) is nonzero, and its square alone makes the sum positive. The remaining contribution \(2\operatorname{tr}(APA)\) is nonnegative.

The lemma follows this order. `h1` and `h2` are the two semidefinite parts, `hs` is the sum of squares, and `h3` bounds that sum from below by the single term \(P_{ii}^2\).

```lean
omit [DecidableEq n] in
/-- For a positive semidefinite `P` of positive trace and a symmetric `A`, the matrix
`P² + 2APA` is again positive semidefinite with positive trace. -/
theorem defect_update_pos {P A : Matrix n n ℝ} (hP : P.PosSemidef) (ht : 0 < P.trace)
    (hA : A.IsHermitian) :
    (P * P + (A * P * A + A * P * A)).PosSemidef ∧
      0 < (P * P + (A * P * A + A * P * A)).trace := by
  have h1 : (P * P).PosSemidef := by
    have h := posSemidef_conjTranspose_mul_self P
    rwa [hP.isHermitian.eq] at h
  have h2 : (A * P * A).PosSemidef := by
    have h := hP.conjTranspose_mul_mul_same A
    rwa [hA.eq] at h
  -- the trace of P² is the sum of the squared entries
  have hs : (P * P).trace = ∑ i, ∑ j, P i j ^ 2 := by
    simp only [Matrix.trace, Matrix.diag_apply, Matrix.mul_apply]
    refine Finset.sum_congr rfl fun i _ => Finset.sum_congr rfl fun j _ => ?_
    have hij : P j i = P i j := by simpa using hP.isHermitian.apply i j
    rw [hij, sq]
  -- a nonzero trace forces a nonzero diagonal entry
  have hne : ∑ i, P i i ≠ 0 := ht.ne'
  obtain ⟨i, _, hi⟩ := Finset.exists_ne_zero_of_sum_ne_zero hne
  have h3 : 0 < (P * P).trace := by
    rw [hs]
    calc 0 < P i i ^ 2 := by positivity
      _ ≤ ∑ j, P i j ^ 2 :=
        Finset.single_le_sum (f := fun j => P i j ^ 2)
          (fun j _ => sq_nonneg _) (Finset.mem_univ i)
      _ ≤ ∑ k, ∑ j, P k j ^ 2 :=
        Finset.single_le_sum (f := fun k => ∑ j, P k j ^ 2)
          (fun k _ => Finset.sum_nonneg fun j _ => sq_nonneg _) (Finset.mem_univ i)
  refine ⟨h1.add (h2.add h2), ?_⟩
  rw [Matrix.trace_add, Matrix.trace_add]
  linarith [h2.trace_nonneg]
```

It remains to apply the lemma with \(A=X\) when the step squares, and with \(A=1-X\) when it does not. In each case the identity for the new defect is called `key`, and `noncomm_ring` verifies it by expanding the matrix products without assuming that matrices commute. The new matrix is symmetric because \(X^2\) and \(2X-X^2\) are. The argument treats both branches, so the conclusion holds whatever the value of \(N\).

```lean
/-- One step of the trace-tested update keeps a density matrix symmetric, with a positive
semidefinite idempotency defect of positive trace. -/
theorem IsFractional.traceStep (N : ℝ) {X : Matrix n n ℝ} (hX : IsFractional X) :
    IsFractional (traceStep N X) := by
  have hsq : (X * X).IsHermitian := by
    rw [Matrix.IsHermitian, Matrix.conjTranspose_mul, hX.symm.eq]
  unfold SP2GreedyTraceMatching.traceStep
  split_ifs
  · -- squaring: the defect P becomes P² + 2XPX
    have key : defect (contract X) =
        defect X * defect X + (X * defect X * X + X * defect X * X) := by
      unfold defect contract
      noncomm_ring
    have h := defect_update_pos hX.defect_psd hX.defect_trace hX.symm
    rw [← key] at h
    exact ⟨hsq, h.1, h.2⟩
  · -- the other branch: the same identity for the hole matrix 1 - X
    have key : defect (expand X) = defect X * defect X +
        ((1 - X) * defect X * (1 - X) + (1 - X) * defect X * (1 - X)) := by
      unfold defect expand
      noncomm_ring
    have h := defect_update_pos hX.defect_psd hX.defect_trace
      (Matrix.isHermitian_one.sub hX.symm)
    rw [← key] at h
    refine ⟨?_, h.1, h.2⟩
    unfold expand
    rw [two_mul]
    exact (hX.symm.add hX.symm).sub hsq
```

It follows that in exact arithmetic the iteration never reaches an idempotent matrix after finitely many steps from such a start, although it may come arbitrarily close.

## The two rules generate the same sequence

Let \(G\) be the greedy step and \(T\) the trace-tested step, both for the same \(N\). For zero steps there is nothing to show. Suppose that \(G^k\) and \(T^k\) agree on every matrix satisfying the three conditions, and let \(X\) be one of them. Since \(\operatorname{tr}P>0\), the equivalence for a single step gives \(G(X)=T(X)\). This matrix again satisfies the conditions, so

\[
G^{k+1}(X)=G^k(G(X))=G^k(T(X))=T^k(T(X))=T^{k+1}(X).
\]

In Lean, `(greedyStep N)^[k] X` is the result of `k` greedy steps from `X`. The induction is stated for all starting matrices (`generalizing X`), because its hypothesis is applied to the matrix after the first step.

```lean
/-- Started from a symmetric density matrix whose idempotency defect is positive
semidefinite with positive trace, greedy trace matching and the test on the current trace
produce the same matrix after any number of steps. -/
theorem greedy_trajectory_eq (N : ℝ) (k : ℕ) {X : Matrix n n ℝ} (hX : IsFractional X) :
    (greedyStep N)^[k] X = (traceStep N)^[k] X := by
  induction k generalizing X with
  | zero => rfl
  | succ k ih =>
    have hstep : greedyStep N X = traceStep N X :=
      if_congr (contract_preferred_iff N hX.defect_trace) rfl rfl
    rw [Function.iterate_succ_apply, Function.iterate_succ_apply, hstep]
    exact ih (hX.traceStep N)
```

The equality is one of matrices, not merely of traces. It says nothing about convergence to the desired projector. Rounding and the truncation of small elements, as in linear-scaling calculations, also lie beyond it: near convergence \(e\) is small, and such errors can change its sign.

The semidefiniteness of \(P\) matters from the second step on. Take \(X=\operatorname{diag}(1.2,\,0.5)\) and \(N=1\). The occupation 1.2 exceeds 1, so this is not a physically admissible density matrix; it serves only to test the hypothesis. Here \(e=-0.24+0.25=0.01>0\), but \(P\) has a negative eigenvalue. Both rules square, since \(t=1.7\), and give \(\operatorname{diag}(1.44,\,0.25)\). Now \(t=1.69\) and \(e=-0.4461\). The trace test squares again, which leads to the trace \(2.1361\), whereas the greedy rule takes the other branch, with trace \(1.2439\). The sequences separate.

## A two-level matrix with fractional occupations

The conditions are met by the non-diagonal matrix

\[
X=\begin{pmatrix}0.5&0.3\\0.3&0.5\end{pmatrix},\qquad
X^2=\begin{pmatrix}0.34&0.30\\0.30&0.34\end{pmatrix},\qquad
P=0.16\begin{pmatrix}1&0\\0&1\end{pmatrix}.
\]

Its occupations are \(0.8\) and \(0.2\). With \(N=1\), the current trace is \(t=1\) and \(e=0.32\), so the trial traces \(0.68\) and \(1.32\) are equally far from the target. Both rules resolve the tie by squaring.

In the second step \(t=0.68<1\), and the trace test selects \(2X-X^2\). The greedy comparison agrees: now \(e=0.2688\), the trial traces are \(0.4112\) and \(0.9488\), and the second is closer to 1. The occupations become \(0.8704\) and \(0.0784\).

The Lean proof checks the three conditions for the starting matrix. It obtains semidefiniteness by writing \(P=B^{\mathsf T}B\) with \(B=\tfrac25\,\mathbf 1\), where \(\mathbf 1\) is the \(2\times2\) identity matrix; symmetry and the positive trace follow by evaluating entries.

```lean
/-- The two-level density matrix with diagonal entries `1/2` and off-diagonal entries
`3/10` meets the assumptions on the starting matrix. -/
theorem isFractional_witness :
    IsFractional (!![1/2, 3/10; 3/10, 1/2] : Matrix (Fin 2) (Fin 2) ℝ) := by
  have hd : defect (!![1/2, 3/10; 3/10, 1/2] : Matrix (Fin 2) (Fin 2) ℝ) =
      (!![2/5, 0; 0, 2/5] : Matrix (Fin 2) (Fin 2) ℝ)ᴴ * !![2/5, 0; 0, 2/5] := by
    ext i j
    fin_cases i <;> fin_cases j <;>
      norm_num [defect, Matrix.mul_apply, Fin.sum_univ_succ, Matrix.conjTranspose_apply]
  refine ⟨?_, ?_, ?_⟩
  · ext i j
    fin_cases i <;> fin_cases j <;> simp [Matrix.conjTranspose_apply]
  · rw [hd]
    exact posSemidef_conjTranspose_mul_self _
  · norm_num [defect, Matrix.trace_fin_two, Matrix.mul_apply, Fin.sum_univ_succ]

end

end SP2GreedyTraceMatching
```

```lean
#print axioms SP2GreedyTraceMatching.contract_preferred_iff_of_neg
#print axioms SP2GreedyTraceMatching.greedy_trajectory_eq
```

```
'SP2GreedyTraceMatching.contract_preferred_iff_of_neg' depends on axioms: [propext, Classical.choice, Quot.sound]
'SP2GreedyTraceMatching.greedy_trajectory_eq' depends on axioms: [propext, Classical.choice, Quot.sound]
```
